# Quadrupole potentials of symmetric second-moment matrices agree on a sphere about the origin exactly when the matrices differ by a multiple of the identity

In Gaussian units, the quadrupole potential of a charge distribution with second-moment matrix M at a point x ≠ 0, a distance r from the origin, is the sum over i and j of M_ij (3 x_i x_j − r² δ_ij) / (2r⁵). The theorem `agree_on_sphere_iff` takes two real symmetric 3 × 3 matrices M and N and a radius R > 0, and says that their potentials agree everywhere on the sphere of radius R about the origin exactly when M − N is a real multiple of the identity. For the forward direction, the proof scales unit vectors to the sphere, obtains an equation between the quadratic forms and traces of M and N, and tests it on three axes and three oblique directions. The converse uses the fact that adding a multiple of the identity leaves the potential unchanged.

Lean 4 with Mathlib refuses this proof:

```lean
import Mathlib

open Matrix

namespace AgreeOnSphereIff

noncomputable section

variable {M N : Matrix (Fin 3) (Fin 3) ℝ}

/-- The distance `r` of the point `x` from the origin. -/
def radius (x : Fin 3 → ℝ) : ℝ := √(x 0 ^ 2 + x 1 ^ 2 + x 2 ^ 2)

/-- The quadrupole potential `∑ M_ij (3 x_i x_j - r² δ_ij) / (2 r⁵)` of a second-moment
matrix `M`, meant for points `x ≠ 0`. -/
def quadPotential (M : Matrix (Fin 3) (Fin 3) ℝ) (x : Fin 3 → ℝ) : ℝ :=
  ∑ i, ∑ j, M i j * (3 * x i * x j - radius x ^ 2 * (1 : Matrix (Fin 3) (Fin 3) ℝ) i j) /
    (2 * radius x ^ 5)

/-- The squared distance is the sum of the squared coordinates. -/
theorem radius_sq (x : Fin 3 → ℝ) : radius x ^ 2 = x 0 ^ 2 + x 1 ^ 2 + x 2 ^ 2 :=
  Real.sq_sqrt (by positivity)

/-- In terms of the quadratic form `x·Mx` and the trace, the quadrupole potential is
`(3 x·Mx - r² tr M) / (2 r⁵)`. -/
theorem quadPotential_eq (M : Matrix (Fin 3) (Fin 3) ℝ) (x : Fin 3 → ℝ) :
    quadPotential M x =
      (3 * (x ⬝ᵥ M *ᵥ x) - radius x ^ 2 * M.trace) / (2 * radius x ^ 5) := by
  simp only [quadPotential, dotProduct, Matrix.mulVec, Matrix.trace, Matrix.diag_apply,
    Fin.sum_univ_three]
  simp
  ring

/-- Adding a multiple of the identity to the second moments leaves the quadrupole
potential unchanged. -/
theorem quadPotential_add_smul_one (M : Matrix (Fin 3) (Fin 3) ℝ) (c : ℝ) (x : Fin 3 → ℝ) :
    quadPotential (M + c • (1 : Matrix (Fin 3) (Fin 3) ℝ)) x = quadPotential M x := by
  -- the isotropic part adds `3 c r²` to `3 x·Mx` and to `r² tr M` alike
  have h : 3 * (x ⬝ᵥ (M + c • (1 : Matrix (Fin 3) (Fin 3) ℝ)) *ᵥ x)
      - radius x ^ 2 * (M + c • (1 : Matrix (Fin 3) (Fin 3) ℝ)).trace
      = 3 * (x ⬝ᵥ M *ᵥ x) - radius x ^ 2 * M.trace := by
    rw [radius_sq]
    simp [dotProduct, Matrix.mulVec, Matrix.trace, Fin.sum_univ_three, Matrix.one_apply]
    ring
  rw [quadPotential_eq, quadPotential_eq, h]

/-- The quadrupole potentials of two symmetric second-moment matrices agree on a sphere of
radius `R > 0` about the origin exactly when the matrices differ by a multiple of the
identity. -/
theorem agree_on_sphere_iff (hM : M.IsSymm) (hN : N.IsSymm) {R : ℝ} (hR : 0 < R) :
    (∀ x, radius x = R → quadPotential M x = quadPotential N x) ↔
      ∃ c : ℝ, M - N = c • (1 : Matrix (Fin 3) (Fin 3) ℝ) := by
  constructor
  · intro h
    -- scale a unit vector to the sphere and clear the common denominator
    have key : ∀ u : Fin 3 → ℝ, u 0 ^ 2 + u 1 ^ 2 + u 2 ^ 2 = 1 →
        3 * (u ⬝ᵥ M *ᵥ u) - M.trace = 3 * (u ⬝ᵥ N *ᵥ u) - N.trace := by
      intro u hu
      have hr : radius (R • u) = R := by
        have hs : (R • u) 0 ^ 2 + (R • u) 1 ^ 2 + (R • u) 2 ^ 2 = R ^ 2 := by
          simp only [Pi.smul_apply, smul_eq_mul]
          linear_combination R ^ 2 * hu
        rw [radius, hs, Real.sqrt_sq hR.le]
      have hd : 2 * R ^ 5 ≠ 0 := by positivity
      have e := h _ hr
      rw [quadPotential_eq, quadPotential_eq, hr, div_left_inj' hd] at e
      simp only [Matrix.mulVec_smul, dotProduct_smul, smul_dotProduct, smul_eq_mul] at e
      refine mul_left_cancel₀ (pow_ne_zero 2 hR.ne') ?_
      linear_combination e
    -- the axes compare diagonal entries, the oblique directions isolate the others
    have h0 := key ![1, 0, 0] (by norm_num)
    have h1 := key ![0, 1, 0] (by norm_num)
    have h2 := key ![0, 0, 1] (by norm_num)
    have h01 := key ![3 / 5, 4 / 5, 0] (by norm_num)
    have h02 := key ![3 / 5, 0, 4 / 5] (by norm_num)
    have h12 := key ![0, 3 / 5, 4 / 5] (by norm_num)
    simp [dotProduct, Matrix.mulVec, Matrix.trace, Fin.sum_univ_three]
      at h0 h1 h2 h01 h02 h12
    have m01 := hM.apply 0 1
    have m02 := hM.apply 0 2
    have m12 := hM.apply 1 2
    have n01 := hN.apply 0 1
    have n02 := hN.apply 0 2
    have n12 := hN.apply 1 2
    refine ⟨M 0 0 - N 0 0, ?_⟩
    ext i j
    fin_cases i <;> fin_cases j <;> simp [Matrix.one_apply] <;> linarith
  · rintro ⟨c, hc⟩ x _
    rw [eq_add_of_sub_eq hc, add_comm, quadPotential_add_smul_one]

end

end AgreeOnSphereIff
```

Compiling this gives:

```
Main.lean:71:31: error: unsolved goals
M N : Matrix (Fin 3) (Fin 3) ℝ
hM : M.IsSymm
hN : N.IsSymm
R : ℝ
hR : 0 < R
h : ∀ (x : Fin 3 → ℝ), radius x = R → quadPotential M x = quadPotential N x
key : ∀ (u : Fin 3 → ℝ), u 0 ^ 2 + u 1 ^ 2 + u 2 ^ 2 = 1 → 3 * u ⬝ᵥ M *ᵥ u - M.trace = 3 * u ⬝ᵥ N *ᵥ u - N.trace
⊢ ![1, 0, 0] 2 = 0
Main.lean:72:31: error: unsolved goals
M N : Matrix (Fin 3) (Fin 3) ℝ
hM : M.IsSymm
hN : N.IsSymm
R : ℝ
hR : 0 < R
h : ∀ (x : Fin 3 → ℝ), radius x = R → quadPotential M x = quadPotential N x
key : ∀ (u : Fin 3 → ℝ), u 0 ^ 2 + u 1 ^ 2 + u 2 ^ 2 = 1 → 3 * u ⬝ᵥ M *ᵥ u - M.trace = 3 * u ⬝ᵥ N *ᵥ u - N.trace
h0 : 3 * ![1, 0, 0] ⬝ᵥ M *ᵥ ![1, 0, 0] - M.trace = 3 * ![1, 0, 0] ⬝ᵥ N *ᵥ ![1, 0, 0] - N.trace
⊢ ![0, 1, 0] 2 = 0
Main.lean:73:31: error: unsolved goals
M N : Matrix (Fin 3) (Fin 3) ℝ
hM : M.IsSymm
hN : N.IsSymm
R : ℝ
hR : 0 < R
h : ∀ (x : Fin 3 → ℝ), radius x = R → quadPotential M x = quadPotential N x
key : ∀ (u : Fin 3 → ℝ), u 0 ^ 2 + u 1 ^ 2 + u 2 ^ 2 = 1 → 3 * u ⬝ᵥ M *ᵥ u - M.trace = 3 * u ⬝ᵥ N *ᵥ u - N.trace
h0 : 3 * ![1, 0, 0] ⬝ᵥ M *ᵥ ![1, 0, 0] - M.trace = 3 * ![1, 0, 0] ⬝ᵥ N *ᵥ ![1, 0, 0] - N.trace
h1 : 3 * ![0, 1, 0] ⬝ᵥ M *ᵥ ![0, 1, 0] - M.trace = 3 * ![0, 1, 0] ⬝ᵥ N *ᵥ ![0, 1, 0] - N.trace
⊢ ![0, 0, 1] 2 = 1 ∨ ![0, 0, 1] 2 = -1
Main.lean:74:40: error: unsolved goals
M N : Matrix (Fin 3) (Fin 3) ℝ
hM : M.IsSymm
hN : N.IsSymm
R : ℝ
hR : 0 < R
h : ∀ (x : Fin 3 → ℝ), radius x = R → quadPotential M x = quadPotential N x
key : ∀ (u : Fin 3 → ℝ), u 0 ^ 2 + u 1 ^ 2 + u 2 ^ 2 = 1 → 3 * u ⬝ᵥ M *ᵥ u - M.trace = 3 * u ⬝ᵥ N *ᵥ u - N.trace
h0 : 3 * ![1, 0, 0] ⬝ᵥ M *ᵥ ![1, 0, 0] - M.trace = 3 * ![1, 0, 0] ⬝ᵥ N *ᵥ ![1, 0, 0] - N.trace
h1 : 3 * ![0, 1, 0] ⬝ᵥ M *ᵥ ![0, 1, 0] - M.trace = 3 * ![0, 1, 0] ⬝ᵥ N *ᵥ ![0, 1, 0] - N.trace
h2 : 3 * ![0, 0, 1] ⬝ᵥ M *ᵥ ![0, 0, 1] - M.trace = 3 * ![0, 0, 1] ⬝ᵥ N *ᵥ ![0, 0, 1] - N.trace
⊢ ![3 / 5, 4 / 5, 0] 2 = 0
Main.lean:75:40: error: unsolved goals
M N : Matrix (Fin 3) (Fin 3) ℝ
hM : M.IsSymm
hN : N.IsSymm
R : ℝ
hR : 0 < R
h : ∀ (x : Fin 3 → ℝ), radius x = R → quadPotential M x = quadPotential N x
key : ∀ (u : Fin 3 → ℝ), u 0 ^ 2 + u 1 ^ 2 + u 2 ^ 2 = 1 → 3 * u ⬝ᵥ M *ᵥ u - M.trace = 3 * u ⬝ᵥ N *ᵥ u - N.trace
h0 : 3 * ![1, 0, 0] ⬝ᵥ M *ᵥ ![1, 0, 0] - M.trace = 3 * ![1, 0, 0] ⬝ᵥ N *ᵥ ![1, 0, 0] - N.trace
h1 : 3 * ![0, 1, 0] ⬝ᵥ M *ᵥ ![0, 1, 0] - M.trace = 3 * ![0, 1, 0] ⬝ᵥ N *ᵥ ![0, 1, 0] - N.trace
h2 : 3 * ![0, 0, 1] ⬝ᵥ M *ᵥ ![0, 0, 1] - M.trace = 3 * ![0, 0, 1] ⬝ᵥ N *ᵥ ![0, 0, 1] - N.trace
h01 :
  3 * ![3 / 5, 4 / 5, 0] ⬝ᵥ M *ᵥ ![3 / 5, 4 / 5, 0] - M.trace =
    3 * ![3 / 5, 4 / 5, 0] ⬝ᵥ N *ᵥ ![3 / 5, 4 / 5, 0] - N.trace
⊢ 9 / 25 + ![3 / 5, 0, 4 / 5] 2 ^ 2 = 1
Main.lean:76:40: error: unsolved goals
M N : Matrix (Fin 3) (Fin 3) ℝ
hM : M.IsSymm
hN : N.IsSymm
R : ℝ
hR : 0 < R
h : ∀ (x : Fin 3 → ℝ), radius x = R → quadPotential M x = quadPotential N x
key : ∀ (u : Fin 3 → ℝ), u 0 ^ 2 + u 1 ^ 2 + u 2 ^ 2 = 1 → 3 * u ⬝ᵥ M *ᵥ u - M.trace = 3 * u ⬝ᵥ N *ᵥ u - N.trace
h0 : 3 * ![1, 0, 0] ⬝ᵥ M *ᵥ ![1, 0, 0] - M.trace = 3 * ![1, 0, 0] ⬝ᵥ N *ᵥ ![1, 0, 0] - N.trace
h1 : 3 * ![0, 1, 0] ⬝ᵥ M *ᵥ ![0, 1, 0] - M.trace = 3 * ![0, 1, 0] ⬝ᵥ N *ᵥ ![0, 1, 0] - N.trace
h2 : 3 * ![0, 0, 1] ⬝ᵥ M *ᵥ ![0, 0, 1] - M.trace = 3 * ![0, 0, 1] ⬝ᵥ N *ᵥ ![0, 0, 1] - N.trace
h01 :
  3 * ![3 / 5, 4 / 5, 0] ⬝ᵥ M *ᵥ ![3 / 5, 4 / 5, 0] - M.trace =
    3 * ![3 / 5, 4 / 5, 0] ⬝ᵥ N *ᵥ ![3 / 5, 4 / 5, 0] - N.trace
h02 :
  3 * ![3 / 5, 0, 4 / 5] ⬝ᵥ M *ᵥ ![3 / 5, 0, 4 / 5] - M.trace =
    3 * ![3 / 5, 0, 4 / 5] ⬝ᵥ N *ᵥ ![3 / 5, 0, 4 / 5] - N.trace
⊢ 9 / 25 + ![0, 3 / 5, 4 / 5] 2 ^ 2 = 1
Main.lean:87:42: warning: This simp argument is unused:
  Matrix.one_apply

Hint: Omit it from the simp argument list.
  [apply] simp

Note: This linter can be disabled with `set_option linter.unusedSimpArgs false`
```

This version goes through:

```diff
@@ -69,10 +69,13 @@
       linear_combination e
     -- the axes compare diagonal entries, the oblique directions isolate the others
-    have h0 := key ![1, 0, 0] (by norm_num)
-    have h1 := key ![0, 1, 0] (by norm_num)
-    have h2 := key ![0, 0, 1] (by norm_num)
-    have h01 := key ![3 / 5, 4 / 5, 0] (by norm_num)
-    have h02 := key ![3 / 5, 0, 4 / 5] (by norm_num)
-    have h12 := key ![0, 3 / 5, 4 / 5] (by norm_num)
+    have h0 := key ![1, 0, 0] (show (1 : ℝ) ^ 2 + 0 ^ 2 + 0 ^ 2 = 1 by norm_num)
+    have h1 := key ![0, 1, 0] (show (0 : ℝ) ^ 2 + 1 ^ 2 + 0 ^ 2 = 1 by norm_num)
+    have h2 := key ![0, 0, 1] (show (0 : ℝ) ^ 2 + 0 ^ 2 + 1 ^ 2 = 1 by norm_num)
+    have h01 := key ![3 / 5, 4 / 5, 0]
+      (show (3 / 5 : ℝ) ^ 2 + (4 / 5) ^ 2 + 0 ^ 2 = 1 by norm_num)
+    have h02 := key ![3 / 5, 0, 4 / 5]
+      (show (3 / 5 : ℝ) ^ 2 + 0 ^ 2 + (4 / 5) ^ 2 = 1 by norm_num)
+    have h12 := key ![0, 3 / 5, 4 / 5]
+      (show (0 : ℝ) ^ 2 + (3 / 5) ^ 2 + (4 / 5) ^ 2 = 1 by norm_num)
     simp [dotProduct, Matrix.mulVec, Matrix.trace, Fin.sum_univ_three]
       at h0 h1 h2 h01 h02 h12
@@ -85,5 +88,5 @@
     refine ⟨M 0 0 - N 0 0, ?_⟩
     ext i j
-    fin_cases i <;> fin_cases j <;> simp [Matrix.one_apply] <;> linarith
+    fin_cases i <;> fin_cases j <;> simp <;> linarith
   · rintro ⟨c, hc⟩ x _
     rw [eq_add_of_sub_eq hc, add_comm, quadPotential_add_smul_one]
```

What went wrong. All six errors come from checking that a test vector has unit length, as `key` requires. The directions are sound, but `norm_num` cannot read entry 2 of a vector written with `![...]`. Entries 0 and 1 have ordinary simp lemmas, which `norm_num` uses. Entry 2 is read by a simproc, a simplification procedure that `simp` runs but `norm_num` does not. The first check therefore stops at `![1, 0, 0] 2 = 0`, which is true but left unproved.

The repair uses `show` to state each condition with the entries already written out, such as `(1 : ℝ) ^ 2 + 0 ^ 2 + 0 ^ 2 = 1`. Lean accepts this in place of the condition on the vector because the two are equal by definition: looking up the entries of the vector gives those numbers. `norm_num` then has only arithmetic to do.

Dropping `Matrix.one_apply` from the later `simp` is mere tidying, which answers the warning that this argument was unused.
